# For one bosonic mode, the KMS relation for the creation operator gives g2 = 2 at nonzero Boltzmann factor

**Q.** I am computing a two-photon absorption rate for light in a single thermal mode. The rate is proportional to ⟨b²a²⟩, where a annihilates a photon and b creates one, and at this point I replace the average by 2⟨ba⟩². I would normally justify that with a sum over the Fock states of a free oscillator. You say an algebraic relation is enough. Which one?

**A.** Write φ(y) for the thermal average of an operator y, and q = exp(−βω) for the Boltzmann factor of one quantum, with β the inverse temperature, ω the mode frequency and ħ = 1. The letter b stands for the textbook a†. The assumptions are

ab − ba = 1,

φ(1) = 1,

φ(b y) = q φ(y b) for every y.

The last is the KMS relation for b. For the free oscillator it comes from the density operator ρ ∝ exp(−βω ba): creating a quantum costs energy ω, so ρb = q bρ, and cyclicity of the trace does the rest.

**Q.** Then show me the moments without a Fock sum.

**A.** First move b to the left through a power of a. For k = 0, 1, 2, …

a^(k+1) b = b a^(k+1) + (k+1) a^k.

At k = 0 this is the commutator. If it holds at k, multiply by a from the left and use ab = ba + 1:

a^(k+2) b = (ba + 1) a^(k+1) + (k+1) a^(k+1) = b a^(k+2) + (k+2) a^(k+1).

Now put y = b^m a^(n+1) into the KMS relation, with m and n natural numbers:

φ(b^(m+1) a^(n+1)) = q φ(b^m a^(n+1) b) = q [φ(b^(m+1) a^(n+1)) + (n+1) φ(b^m a^n)].

Collecting the equal terms gives

(1 − q) φ(b^(m+1) a^(n+1)) = q (n+1) φ(b^m a^n).

**Q.** You are about to divide by 1 − q.

**A.** That is allowed. If q were 1, the choice y = a would give φ(ba) = φ(ab), whereas the commutator and normalisation give φ(ab) − φ(ba) = 1. So set x = q/(1 − q) and take m = n = k:

φ(b^(k+1) a^(k+1)) = (k+1) x φ(b^k a^k).

Starting from φ(1) = 1, induction yields

φ(b^k a^k) = k! x^k.

For q ≠ 0 the mean occupation x is nonzero, and

g2 = φ(b²a²)/φ(ba)² = 2x²/x² = 2.

**Q.** Give me numbers.

**A.** Take q = 1/3. The recursion reads (2/3) φ(ba) = 1/3, so φ(ba) = 1/2. Next, (2/3) φ(b²a²) = (1/3) · 2 · (1/2), so φ(b²a²) = 1/2. The ratio is (1/2)/(1/4) = 2.

**Q.** Now the Lean version. Where do the operators live?

**A.** In an arbitrary ring `A` that is an algebra over a field `K`. Real and complex scalars are both included, and there is no Hilbert space.

```lean
import Mathlib

open MvPolynomial

namespace ThermalOscillator

noncomputable section

variable {K A : Type*} [Field K] [Ring A] [Algebra K A]
```

The thermal average is a `K`-linear map `φ` from `A` to `K`, and the next definition collects normalisation and the KMS relation.

```lean
/-- A normalised linear functional obeying the KMS relation for the creation operator `b`,
with Boltzmann factor `q` per quantum. -/
structure IsThermal (q : K) (b : A) (φ : A →ₗ[K] K) : Prop where
  norm : φ 1 = 1
  kms : ∀ y, φ (b * y) = q * φ (y * b)
```

**Q.** The KMS condition I know concerns every pair of observables.

**A.** It does: it relates φ(z y) to φ(y z′), where z′ is the observable z evolved through the imaginary time iβ. `IsThermal` asks for this only when z is `b`, whose evolution just multiplies it by q. That weaker assumption already fixes the moments with equal powers of b and a. There is also no adjoint and no positivity: `b` is tied to `a` by the commutator alone.

**Q.** And the coherence?

**A.** It is the zero-delay ratio that you use.

```lean
/-- The normalised second-order coherence at zero delay, defined for nonzero mean
occupation `φ (b * a)`. -/
def g2 (φ : A →ₗ[K] K) (a b : A) : K := φ (b ^ 2 * a ^ 2) / φ (b * a) ^ 2
```

At zero occupation Lean evaluates this quotient as 0, which has no physical meaning; the theorem about `g2` therefore assumes q ≠ 0.

**Q.** Does the proof follow the algebra you just did?

**A.** Yes. The first lemma is the contraction formula, by induction on `k`. Its `calc` chain pulls out one factor of `a`, uses the induction hypothesis, and replaces `a * b` by `b * a + 1`.

```lean
/-- If `ab - ba = 1`, moving a creation operator to the left through `k + 1` annihilation
operators leaves `k + 1` contraction terms. -/
theorem lower_pow_mul_raise {a b : A} (h : a * b - b * a = 1) (k : ℕ) :
    a ^ (k + 1) * b = b * a ^ (k + 1) + ((k : K) + 1) • a ^ k := by
  have hab : a * b = b * a + 1 := sub_eq_iff_eq_add'.1 h
  induction k with
  | zero => simpa using hab
  | succ k ih =>
    calc a ^ (k + 1 + 1) * b = a * (a ^ (k + 1) * b) := by
          rw [pow_succ' a (k + 1), mul_assoc]
      _ = (a * b) * a ^ (k + 1) + ((k : K) + 1) • a ^ (k + 1) := by
          rw [ih, mul_add, mul_smul_comm, ← pow_succ' a k, mul_assoc]
      _ = b * a ^ (k + 1 + 1) + (((k + 1 : ℕ) : K) + 1) • a ^ (k + 1) := by
          rw [hab, add_mul, one_mul, mul_assoc, ← pow_succ' a (k + 1)]
          push_cast
          module
```

The exclusion of q = 1 is a separate theorem. The line `hφ.kms a` is the choice y = a.

```lean
/-- For a mode with `ab - ba = 1`, the Boltzmann factor of a thermal functional cannot be one. -/
theorem ratio_ne_one {a b : A} {q : K} {φ : A →ₗ[K] K} (h : a * b - b * a = 1)
    (hφ : IsThermal q b φ) : q ≠ 1 := by
  intro hq
  have h1 : φ (a * b) - φ (b * a) = 1 := by rw [← map_sub, h, hφ.norm]
  have h2 := hφ.kms a
  rw [hq, one_mul] at h2
  rw [h2, sub_self] at h1
  exact zero_ne_one h1
```

In the recursion, the `calc` chain splits off one `b`, applies KMS, and inserts the contraction formula. The closing `linear_combination h1` collects the equal terms on the left.

```lean
/-- For a thermal functional and `ab - ba = 1`, the KMS relation links each normally ordered
moment to the one with one fewer creation and one fewer annihilation operator. -/
theorem moment_recursion {a b : A} {q : K} {φ : A →ₗ[K] K} (h : a * b - b * a = 1)
    (hφ : IsThermal q b φ) (m n : ℕ) :
    (1 - q) * φ (b ^ (m + 1) * a ^ (n + 1)) = q * (((n : K) + 1) * φ (b ^ m * a ^ n)) := by
  have h1 : φ (b ^ (m + 1) * a ^ (n + 1)) =
      q * (φ (b ^ (m + 1) * a ^ (n + 1)) + ((n : K) + 1) * φ (b ^ m * a ^ n)) := by
    calc φ (b ^ (m + 1) * a ^ (n + 1)) = φ (b * (b ^ m * a ^ (n + 1))) := by
          rw [pow_succ' b, mul_assoc]
      _ = q * φ (b ^ m * (a ^ (n + 1) * b)) := by rw [hφ.kms, mul_assoc]
      _ = _ := by
          rw [lower_pow_mul_raise (K := K) h, mul_add, mul_smul_comm, map_add, map_smul,
            smul_eq_mul, ← mul_assoc (b ^ m) b, ← pow_succ b m]
  linear_combination h1
```

**Q.** And the factorial comes from iterating it?

**A.** Exactly. The induction step multiplies both sides by the nonzero number 1 − q, applies the recursion with both exponents equal to `k`, and uses (k+1)! = (k+1) k!.

```lean
/-- For a thermal functional and `ab - ba = 1`, the `k`-th normally ordered moment is `k!` times
the `k`-th power of `q / (1 - q)`. -/
theorem thermal_moment {a b : A} {q : K} {φ : A →ₗ[K] K} (h : a * b - b * a = 1)
    (hφ : IsThermal q b φ) (k : ℕ) :
    φ (b ^ k * a ^ k) = (k.factorial : K) * (q / (1 - q)) ^ k := by
  have hne : 1 - q ≠ 0 := sub_ne_zero.2 (ratio_ne_one h hφ).symm
  have hx : (1 - q) * (q / (1 - q)) = q := by field_simp
  induction k with
  | zero => simp [hφ.norm]
  | succ k ih =>
    apply mul_left_cancel₀ hne
    rw [moment_recursion h hφ, ih, Nat.factorial_succ, pow_succ]
    push_cast
    linear_combination (-(((k : K) + 1) * (k.factorial : K) * (q / (1 - q)) ^ k)) * hx
```

The statement includes k = 0, where it reduces to normalisation. For the coherence, the cases k = 1 and k = 2 are inserted and the common factor x² cancels.

```lean
/-- For `ab - ba = 1` and a nonzero Boltzmann factor, the second-order coherence of a thermal
functional equals two. -/
theorem g2_eq_two {a b : A} {q : K} {φ : A →ₗ[K] K} (h : a * b - b * a = 1)
    (hφ : IsThermal q b φ) (hq : q ≠ 0) : g2 φ a b = 2 := by
  have hne : 1 - q ≠ 0 := sub_ne_zero.2 (ratio_ne_one h hφ).symm
  have h1 : φ (b * a) = q / (1 - q) := by simpa using thermal_moment h hφ 1
  rw [g2, thermal_moment h hφ 2, h1, mul_div_assoc,
    div_self (pow_ne_zero 2 (div_ne_zero hq hne)), mul_one]
  norm_num [Nat.factorial]
```

**Q.** What if I drop the commutator? Perhaps KMS alone is doing the work.

**A.** Take a two-level system with a = |0⟩⟨1| and b = |1⟩⟨0|, and average with ρ = diag(1, q)/(1 + q), where q > 0. Then ρb = q bρ, so normalisation and the KMS relation both hold. But a² = 0, so φ(b²a²) = 0, while φ(ba) = q/(1 + q). Here g2 = 0. Normalisation and KMS without any commutation relation do not give g2 = 2.

This matters in simulation practice, because the two-level system is a single free mode with its Fock space cut off at one quantum. Any finite cut-off breaks ab − ba = 1 at the top level. For 0 < q < 1 a truncated thermal mode has g2 below 2, and the value tends to 2 as the cut-off grows.

**Q.** So far q is just a number. Where does temperature enter?

**A.** In the next theorem, for a complex algebra with q = exp(−βω). It gives the Bose-Einstein occupation

φ(ba) = 1/(exp(βω) − 1).

This is the thermal weight used for phonons in electronic-structure work, here for one non-interacting harmonic mode.

```lean
/-- In a complex algebra with `ab - ba = 1`, a thermal functional with Boltzmann factor
`exp (-βω)` has the Bose-Einstein mean occupation (units with `ħ = 1`). -/
theorem bose_einstein {B : Type*} [Ring B] [Algebra ℂ B] {a b : B} {φ : B →ₗ[ℂ] ℂ} {β ω : ℝ}
    (h : a * b - b * a = 1) (hφ : IsThermal ((Real.exp (-(β * ω)) : ℝ) : ℂ) b φ) :
    φ (b * a) = ((1 / (Real.exp (β * ω) - 1) : ℝ) : ℂ) := by
  have hq : Real.exp (-(β * ω)) ≠ 1 := fun h0 => ratio_ne_one h hφ (by rw [h0, Complex.ofReal_one])
  have hm : Real.exp (-(β * ω)) * Real.exp (β * ω) = 1 := by
    rw [← Real.exp_add, neg_add_cancel, Real.exp_zero]
  have hE : Real.exp (β * ω) - 1 ≠ 0 := by
    intro h0
    rw [sub_eq_zero.1 h0, mul_one] at hm
    exact hq hm
  have key : Real.exp (-(β * ω)) / (1 - Real.exp (-(β * ω))) = 1 / (Real.exp (β * ω) - 1) := by
    rw [div_eq_div_iff (sub_ne_zero.2 hq.symm) hE]
    linear_combination hm
  have h1 := thermal_moment h hφ 1
  rw [pow_one, pow_one, pow_one, Nat.factorial_one, Nat.cast_one, one_mul] at h1
  rw [h1, ← key, Complex.ofReal_div, Complex.ofReal_sub, Complex.ofReal_one]
```

The proof takes the first moment, q/(1 − q), and rewrites it using exp(−βω) exp(βω) = 1. The case βω = 0 is excluded by the earlier theorem on q ≠ 1. Negative βω is not excluded by the hypotheses, but the formula then gives a negative occupation, so the physical reading needs βω > 0.

**Q.** My remaining worry is that the assumptions might be empty. Finite complex matrices cannot satisfy ab − ba = 1, since a commutator has zero trace. Does anything satisfy your whole list?

**A.** There is an explicit example, built from operators on real polynomials in two variables X₀ and X₁. The same formulas with complex coefficients give a complex example, which the Lean code does not include.

```lean
/-- Real polynomials in two variables. -/
abbrev Poly := MvPolynomial (Fin 2) ℝ
```

With ∂₀ and ∂₁ the partial derivatives and c a real number, two families of operators are needed.

```lean
/-- The operator `c X₀ + ∂₁` on polynomials. -/
def up (c : ℝ) : Module.End ℝ Poly := c • LinearMap.mulLeft ℝ (X 0) + (pderiv 1).toLinearMap

/-- The operator `c X₁ + ∂₀` on polynomials. -/
def down (c : ℝ) : Module.End ℝ Poly := c • LinearMap.mulLeft ℝ (X 1) + (pderiv 0).toLinearMap
```

Since ∂₀ and X₀ have commutator 1, and likewise ∂₁ and X₁, the commutator of `down c` with `up d` is d − c, and any two `up` operators commute. The Lean proof first shows that the mixed partial derivatives agree, then applies both sides to an arbitrary polynomial and expands with the product rule.

```lean
/-- The commutator of `down c` with `up d` is `d - c`, and `up c` commutes with `up d`. -/
theorem polynomial_commutators (c d : ℝ) :
    down c * up d - up d * down c = (d - c) • 1 ∧ up c * up d = up d * up c := by
  have hD : ⁅(pderiv 0 : Derivation ℝ Poly Poly), (pderiv 1 : Derivation ℝ Poly Poly)⁆ = 0 :=
    MvPolynomial.derivation_ext fun i => by
      fin_cases i <;> simp [Derivation.commutator_apply, pderiv_X]
  have hc (f : Poly) : pderiv 0 (pderiv 1 f) = pderiv 1 (pderiv 0 f) := by
    have h1 := DFunLike.congr_fun hD f
    rw [Derivation.commutator_apply] at h1
    exact sub_eq_zero.1 h1
  have hu (c : ℝ) (f : Poly) : up c f = C c * (X 0 * f) + pderiv 1 f := by
    rw [← smul_eq_C_mul]; rfl
  have hd (c : ℝ) (f : Poly) : down c f = C c * (X 1 * f) + pderiv 0 f := by
    rw [← smul_eq_C_mul]; rfl

  have h10 : pderiv 1 (X 0 : Poly) = 0 := pderiv_X_of_ne (by decide)
  refine ⟨LinearMap.ext fun f => ?_, LinearMap.ext fun f => ?_⟩
  all_goals
    simp only [LinearMap.sub_apply, LinearMap.smul_apply, Module.End.mul_apply,
      Module.End.one_apply, hu, hd, map_add, pderiv_mul, pderiv_C, pderiv_X_self, h10, hc,
      smul_eq_C_mul, C_sub]
    ring
```

From here on n is a real number, the intended mean occupation, and no longer an exponent. The algebra consists of all operators commuting with `up n`.

```lean
/-- The algebra of all operators on polynomials commuting with `up n`. -/
def modeAlgebra (n : ℝ) : Subalgebra ℝ (Module.End ℝ Poly) := Subalgebra.centralizer ℝ {up n}
```

The annihilation operator is nX₁ + ∂₀ and the creation operator is (n+1)X₀ + ∂₁. The commutators above show that both belong to this algebra.

```lean
/-- The annihilation operator `n X₁ + ∂₀` in the mode algebra. -/
def lower (n : ℝ) : modeAlgebra n := ⟨down n, by
  rw [modeAlgebra, Subalgebra.mem_centralizer_iff]
  rintro g rfl
  exact (sub_eq_zero.1 (by rw [(polynomial_commutators n n).1, sub_self, zero_smul])).symm⟩

/-- The creation operator `(n + 1) X₀ + ∂₁` in the mode algebra. -/
def raise (n : ℝ) : modeAlgebra n := ⟨up (n + 1), by
  rw [modeAlgebra, Subalgebra.mem_centralizer_iff]
  rintro g rfl
  exact (polynomial_commutators n (n + 1)).2⟩
```

The functional lets an operator act on the polynomial 1 and reads off the constant term.

```lean
/-- The functional that applies an operator to the polynomial `1` and takes the constant term. -/
def vacuum (n : ℝ) : modeAlgebra n →ₗ[ℝ] ℝ where
  toFun y := constantCoeff (y.1 1)
  map_add' _ _ := by simp
  map_smul' _ _ := by simp
```

**Q.** It is called `vacuum`. Is this a zero-temperature state after all?

**A.** No. The polynomial 1 is annihilated by ∂₀ and ∂₁, but `lower n` sends it to nX₁. Acting next with `raise n` gives n(n+1)X₀X₁ + n, whose constant term is n. With n = 1/2 you recover the occupation in the numerical case above.

**Q.** And KMS holds for every y in that algebra?

**A.** Yes. Multiplication by X₀ never produces a constant term, so in φ(b y) the operator b = `raise n` can be exchanged for `up n`. That operator commutes with y and can be moved through it to act on 1, where it gives nX₀. On the other side, b acting on 1 gives (n+1)X₀. Hence

φ(b y) = n/(n+1) · φ(y b).

The theorem states this together with the commutation relation for every n > 0. As n runs over the positive numbers, q = n/(n+1) takes every value between 0 and 1.

```lean
/-- For every `n > 0` the polynomial operators `lower n` and `raise n` satisfy the commutation
relation, and `vacuum n` is thermal with Boltzmann factor `n / (n + 1)`. -/
theorem thermal_witness {n : ℝ} (hn : 0 < n) :
    lower n * raise n - raise n * lower n = 1 ∧
      IsThermal (n / (n + 1)) (raise n) (vacuum n) := by
  have hn1 : n + 1 ≠ 0 := by positivity
  have hu (c : ℝ) (f : Poly) : constantCoeff (up c f) = constantCoeff (pderiv 1 f) := by
    simp [up]
  have hu1 (c : ℝ) : up c 1 = c • X 0 := by simp [up]
  refine ⟨Subtype.ext ?_, ⟨?_, fun y => ?_⟩⟩
  · change down n * up (n + 1) - up (n + 1) * down n = 1
    rw [(polynomial_commutators n (n + 1)).1, add_sub_cancel_left, one_smul]
  · change constantCoeff (1 : Poly) = 1
    exact map_one _
  · -- exchange `raise n` for the commuting operator `up n` and move it through `y`
    have hy : up n (y.1 1) = y.1 (up n 1) :=
      LinearMap.congr_fun ((Subalgebra.mem_centralizer_iff ℝ).1 y.2 (up n) rfl) 1
    change constantCoeff (up (n + 1) (y.1 1)) =
      n / (n + 1) * constantCoeff (y.1 (up (n + 1) 1))
    rw [hu, ← hu n, hy, hu1, hu1, map_smul, constantCoeff_smul, map_smul, constantCoeff_smul,
      smul_eq_mul, smul_eq_mul]
    field_simp

end

end ThermalOscillator
```

```lean
#print axioms ThermalOscillator.ratio_ne_one
#print axioms ThermalOscillator.g2_eq_two
#print axioms ThermalOscillator.bose_einstein
```

```
'ThermalOscillator.ratio_ne_one' depends on axioms: [propext, Classical.choice, Quot.sound]
'ThermalOscillator.g2_eq_two' depends on axioms: [propext, Classical.choice, Quot.sound]
'ThermalOscillator.bose_einstein' depends on axioms: [propext, Classical.choice, Quot.sound]
```

**Q.** So what must I still supply for my absorption rate?

**A.** The step from your density operator to `IsThermal`. On the full Fock space b is unbounded, and using cyclicity of the trace with it needs an argument about domains and convergence, which the Lean code replaces by assuming the KMS relation. Once you accept that relation for your single free mode at nonzero temperature, replacing ⟨b²a²⟩ by 2⟨ba⟩² is justified.
